# The radial virial of a two-centre function $g(\|x\|^2)\,Y(x)$ with continuously differentiable $g$ and homogeneous $Y$

## Separation, radial factor and polynomial

Let $x = R_B - R_A$ be the vector from an atomic centre $A$ to a second centre $B$. An overlap or kinetic-energy integral between an orbital on $A$ and an orbital on $B$ depends on the positions only through $x$. In general it is a sum of terms with different angular dependence, and we consider one such term,

$$F(x) = g(\|x\|^2)\,Y(x).$$

Here $g$ is a real function of the **squared** distance, and $Y$ is a real polynomial in the Cartesian components $x_i$, homogeneous of degree $l$: every monomial in it has total degree $l$. The gradient $\nabla F$ is taken with respect to $x$, so it describes moving $B$ with $A$ held fixed; moving $A$ instead reverses its sign. The brackets $\langle\cdot,\cdot\rangle$ denote the ordinary dot product.

Two letters differ from common use. Textbooks often write $F(x) = R(r)\,Y_{lm}(x/r)$ with $r = \|x\|$ and a spherical harmonic $Y_{lm}$ on the unit sphere, taken here in its real form. Our $Y$ is the corresponding solid polynomial $r^l Y_{lm}(x/r)$, up to normalisation, so that $R(r) = r^l g(r^2)$. The polynomial need not be harmonic for what follows.

## How the integral responds to stretching

If all atomic positions are scaled by $1+\varepsilon$ while the orbitals keep their shape, the separation becomes $(1+\varepsilon)x$, and $F$ changes at the rate

$$\left.\frac{d}{d\varepsilon}F((1+\varepsilon)x)\right|_{\varepsilon=0} = \langle x, \nabla F(x)\rangle .$$

We call this the radial virial. It is a property of one function of the separation; no balance of average kinetic and potential energy is involved.

In electronic-structure calculations with atom-centred orbitals, derivatives of two-centre integrals enter forces and stresses, and the result below supplies the radial one for a single angular term with a continuously differentiable $g$. The point of zero separation deserves attention because the form $R(r)\,Y_{lm}(x/r)$ involves a division by $r$ there.

## The identity and its derivation

Let $g$ be continuously differentiable on $\mathbb{R}$. Then $F$ is continuously differentiable everywhere, including at $x=0$, and

$$\langle x,\nabla F(x)\rangle = \bigl(2\|x\|^2 g'(\|x\|^2) + l\,g(\|x\|^2)\bigr)\,Y(x).$$

**Scaling.** Write $Y(x) = \sum_m c_m \prod_i x_i^{m_i}$, where $\sum_i m_i = l$ in every term that occurs. Replacing $x$ by $tx$ takes a factor $t^{\sum_i m_i} = t^l$ out of each monomial, so

$$Y(tx) = t^l\,Y(x).$$

**Differentiation along the ray.** By the chain rule, the left-hand side has $t$-derivative $\langle x, \nabla Y(tx)\rangle$. Differentiating the right-hand side gives

$$\langle x, \nabla Y(tx)\rangle = l\,t^{l-1}\,Y(x),$$

where the right-hand side is read as zero when $l=0$. At $t=1$ this is Euler's identity, $\langle x,\nabla Y(x)\rangle = l\,Y(x)$.

**Product and chain rules.** Since $\|x\|^2 = \sum_i x_i^2$, its gradient is $2x$, also at the origin. Hence

$$\nabla F(x) = 2g'(\|x\|^2)\,Y(x)\,x + g(\|x\|^2)\,\nabla Y(x).$$

Every factor on the right is continuous in $x$, and nothing has been divided by $\|x\|$. This gives continuous differentiability at zero separation as well.

**Pairing with $x$.** The first term contributes $2\|x\|^2 g'(\|x\|^2)\,Y(x)$. By Euler's identity the second contributes $l\,g(\|x\|^2)\,Y(x)$. Their sum is the stated virial.

## Zero separation and Gaussian factors

At $x=0$ the first term of $\nabla F$ vanishes, which leaves $\nabla F(0) = g(0)\,\nabla Y(0)$. The ray formula at $t=0$ reads $\langle v,\nabla Y(0)\rangle = l\,0^{\,l-1}\,Y(v)$ for every vector $v$. If $l\neq 1$, the right-hand side is zero: for $l=0$ because of the factor $l$, and for $l\ge 2$ because of the power. Choosing $v=\nabla Y(0)$ gives $\|\nabla Y(0)\|^2=0$, and so $\nabla F(0)=0$. For $l=1$ we have $Y(x)=\langle c,x\rangle$ with a fixed vector $c$, and the gradient at zero separation is $g(0)\,c$, which is in general not zero.

For $g(s)=e^{-as}$ with real $a$ we have $g'(s) = -a\,g(s)$, so the virial becomes

$$\langle x,\nabla F(x)\rangle = (l-2a\|x\|^2)\,F(x).$$

The overlap of two s-type Gaussians with exponents $\alpha$ and $\beta$ is of this kind up to a constant prefactor, with $l=0$ and $a=\alpha\beta/(\alpha+\beta)$.

## A radial factor with a kink

Take $g(s)=\sqrt{s}$ and $Y=1$ in three dimensions. Then $F(x)=\|x\|$, which has a conical point at the origin and is not differentiable there. Continuity of $g$ together with differentiability at every $s\neq 0$ is therefore not enough to make $F$ differentiable at zero separation for every $Y$. The choice $l=0$ matters in this example: with the same $g$ and $l\ge 1$, the product $\|x\|\,Y(x)$ is of order $\|x\|^{l+1}$ near the origin and is differentiable there.

## Reading the Lean statement

The main theorem is `twoCentre_virial`. Its objects correspond to the physics as follows.

- `Space d` is the Euclidean space of separation vectors in $d$ dimensions. The physical case is $d=3$; the components are indexed $0,\dots,d-1$.
- `Y` is an `MvPolynomial (Fin d) ℝ`, a formal polynomial with real coefficients. `solidPoly Y x` is its value at the components of `x`.
- `hY : Y.IsHomogeneous l` says that every monomial present has total degree $l$. The zero polynomial satisfies this for every $l$.
- `twoCentre g Y x` is $F(x)$.
- `hg : ContDiff ℝ 1 g` says that $g$ is continuously differentiable on the whole real line. It stands for an integral that varies smoothly as the two centres merge.

The conclusion has two parts. The first, `ContDiff ℝ 1 (twoCentre g Y)`, is continuous differentiability at all separations. The second is the virial identity for every `x`, with `deriv g` for $g'$ and `∇` for the gradient. Mathlib assigns the gradient the value zero wherever a function is not differentiable, so it is the first part that gives the identity its usual meaning at every point.

Only values of $g$ at $s\ge 0$ enter $F$. A physical radial factor given on $[0,\infty)$, and continuously differentiable there with a one-sided derivative at $0$, can be continued to negative $s$ by its tangent line.

The step left to the user is to show that the integral at hand has the form $g(\|x\|^2)\,Y(x)$ with such a $g$. No integral over orbitals appears in the formalisation. For an s-type orbital on one centre and an orbital with a solid harmonic on the other, rotational symmetry supplies the angular form; general pairs lead to a sum of such terms, to be differentiated term by term. If $g$ is an interpolated table, the identity concerns the interpolant, provided that it is continuously differentiable in $s=r^2$.

## Keeping distance and direction apart

A different formalisation would start from $R(r)\,Y_{lm}(x/r)$. The virial would then be the shorter expression $r\,R'(r)\,Y_{lm}(x/r)$ for $x\neq 0$. At the origin the direction $x/r$ is undefined, and differentiability there would need conditions on $R$ that depend on $l$; for $l=0$ the condition is $R'(0)=0$. Writing $F$ with $\|x\|^2$ and a polynomial replaces these conditions by a single assumption on $g$, which is sufficient but not necessary, and the factor $l$ becomes visible in the result.

## The complete Lean source

```lean
import Mathlib

open scoped InnerProductSpace Gradient

namespace TwoCentreVirial

noncomputable section

/-- The space of separation vectors between two centres, in `d` dimensions. -/
abbrev Space (d : ℕ) := EuclideanSpace ℝ (Fin d)

/-- The value of the polynomial `Y` at the Cartesian components of the separation `x`. -/
def solidPoly {d : ℕ} (Y : MvPolynomial (Fin d) ℝ) (x : Space d) : ℝ :=
  MvPolynomial.eval x.ofLp Y

/-- A two-centre function of the separation `x`: a radial factor `g(‖x‖²)` times a polynomial
`Y(x)`. -/
def twoCentre {d : ℕ} (g : ℝ → ℝ) (Y : MvPolynomial (Fin d) ℝ) (x : Space d) : ℝ :=
  g (‖x‖ ^ 2) * solidPoly Y x

variable {d l : ℕ} {Y : MvPolynomial (Fin d) ℝ}

/-- Stretching the separation by `t` multiplies a homogeneous polynomial of degree `l`
by `t ^ l`. -/
theorem solidPoly_smul (hY : Y.IsHomogeneous l) (t : ℝ) (x : Space d) :
    solidPoly Y (t • x) = t ^ l * solidPoly Y x := by
  unfold solidPoly
  rw [MvPolynomial.eval_eq', MvPolynomial.eval_eq', Finset.mul_sum]
  refine Finset.sum_congr rfl fun m hm => ?_
  -- every monomial that occurs has total degree `l`
  have hdeg : ∑ i, m i = l := by
    have h := hY (MvPolynomial.mem_support_iff.mp hm)
    rw [Finsupp.weight_apply, Finsupp.sum_fintype _ _ (by simp)] at h
    simpa using h
  have hprod : ∏ i, (t • x).ofLp i ^ m i = t ^ l * ∏ i, x.ofLp i ^ m i := by
    simp only [WithLp.ofLp_smul, Pi.smul_apply, smul_eq_mul, mul_pow,
      Finset.prod_mul_distrib, Finset.prod_pow_eq_pow_sum, hdeg]
  rw [hprod]
  ring

/-- A polynomial in the components of the separation is continuously differentiable. -/
theorem solidPoly_contDiff (Y : MvPolynomial (Fin d) ℝ) : ContDiff ℝ 1 (solidPoly Y) := by
  induction Y using MvPolynomial.induction_on with
  | C a =>
    have h : solidPoly (MvPolynomial.C a) = fun _ : Space d => a := by
      funext x
      simp [solidPoly]
    rw [h]
    exact contDiff_const
  | add p q hp hq =>
    have h : solidPoly (p + q) = fun x => solidPoly p x + solidPoly q x := by
      funext x
      simp [solidPoly]
    rw [h]
    exact hp.add hq
  | mul_X p i hp =>
    have h : solidPoly (p * MvPolynomial.X i) = fun x => solidPoly p x * x i := by
      funext x
      simp [solidPoly]
    rw [h]
    exact hp.mul (EuclideanSpace.proj i : Space d →L[ℝ] ℝ).contDiff

/-- The inner product of `v` with the gradient of `f` at `x` is `fderiv ℝ f x` applied to `v`. Both
sides are zero by convention where `f` is not differentiable. -/
theorem inner_gradient (f : Space d → ℝ) (x v : Space d) :
    ⟪v, ∇ f x⟫_ℝ = fderiv ℝ f x v := by
  rw [real_inner_comm, gradient, InnerProductSpace.toDual_symm_apply]

/-- Euler's identity along a ray: for a homogeneous polynomial `Y` of degree `l`, the gradient
at `t x` paired with `x` is `l t^(l-1) Y(x)`. -/
theorem euler_ray (hY : Y.IsHomogeneous l) (x : Space d) (t : ℝ) :
    ⟪x, ∇ (solidPoly Y) (t • x)⟫_ℝ = l * t ^ (l - 1) * solidPoly Y x := by
  rw [inner_gradient]
  have hs : HasDerivAt (fun s : ℝ => s • x) x t := by
    simpa using (hasDerivAt_id t).smul_const x
  -- differentiate `Y(s x)` by the chain rule, and as `s ^ l * Y(x)`
  have hF : HasFDerivAt (solidPoly Y) (fderiv ℝ (solidPoly Y) (t • x)) (t • x) :=
    ((solidPoly_contDiff Y).differentiable (by norm_num) (t • x)).hasFDerivAt
  have hcomp := hF.comp_hasDerivAt t hs
  have h1 : HasDerivAt (fun s : ℝ => solidPoly Y (s • x))
      (fderiv ℝ (solidPoly Y) (t • x) x) t := hcomp
  have h2 : HasDerivAt (fun s : ℝ => solidPoly Y (s • x))
      (l * t ^ (l - 1) * solidPoly Y x) t := by
    simp only [solidPoly_smul hY]
    exact (hasDerivAt_pow l t).mul_const _
  exact h1.unique h2

/-- The gradient of `g(‖x‖²) Y(x)`, for `g` differentiable at `‖x‖²`, is a central part along `x`
plus the radial factor times the gradient of the polynomial. -/
theorem twoCentre_hasGradientAt {g : ℝ → ℝ} (Y : MvPolynomial (Fin d) ℝ) (x : Space d)
    (hg : DifferentiableAt ℝ g (‖x‖ ^ 2)) :
    HasGradientAt (twoCentre g Y)
      ((2 * deriv g (‖x‖ ^ 2) * solidPoly Y x) • x + g (‖x‖ ^ 2) • ∇ (solidPoly Y) x) x := by
  rw [hasGradientAt_iff_hasFDerivAt]
  have h1 := hg.hasDerivAt.comp_hasFDerivAt x (hasStrictFDerivAt_norm_sq x).hasFDerivAt
  have h2 := ((solidPoly_contDiff Y).differentiable (by norm_num) x).hasFDerivAt
  refine HasFDerivAt.congr_fderiv (h1.mul h2) (ContinuousLinearMap.ext fun v => ?_)
  -- compare the two linear forms on a displacement `v`
  have e := inner_gradient (solidPoly Y) x v
  rw [real_inner_comm] at e
  change _ = ⟪(2 * deriv g (‖x‖ ^ 2) * solidPoly Y x) • x
    + g (‖x‖ ^ 2) • ∇ (solidPoly Y) x, v⟫_ℝ
  rw [inner_add_left, real_inner_smul_left, real_inner_smul_left, e]
  simp
  ring

/-- For `g` continuously differentiable and `Y` homogeneous of degree `l`, the two-centre function
`F(x) = g(‖x‖²) Y(x)` is continuously differentiable at every separation, zero included, and its
radial virial is `(2 ‖x‖² g'(‖x‖²) + l g(‖x‖²)) Y(x)`. -/
theorem twoCentre_virial {g : ℝ → ℝ} (hg : ContDiff ℝ 1 g) (hY : Y.IsHomogeneous l) :
    ContDiff ℝ 1 (twoCentre g Y) ∧ ∀ x : Space d,
      ⟪x, ∇ (twoCentre g Y) x⟫_ℝ =
        (2 * ‖x‖ ^ 2 * deriv g (‖x‖ ^ 2) + l * g (‖x‖ ^ 2)) * solidPoly Y x := by
  refine ⟨(hg.comp (contDiff_norm_sq ℝ)).mul (solidPoly_contDiff Y), fun x => ?_⟩
  -- Euler's identity is the ray formula at `t = 1`
  have euler : ⟪x, ∇ (solidPoly Y) x⟫_ℝ = l * solidPoly Y x := by
    have h := euler_ray hY x 1
    rwa [one_smul, one_pow, mul_one] at h
  rw [(twoCentre_hasGradientAt Y x (hg.differentiable (by norm_num) _)).gradient,
    inner_add_right, real_inner_smul_right, real_inner_smul_right,
    real_inner_self_eq_norm_sq, euler]
  ring

/-- At zero separation the gradient of `g(‖x‖²) Y(x)` vanishes if `g` is differentiable at zero and
`Y` is homogeneous of a degree other than one. -/
theorem gradient_zero_separation {g : ℝ → ℝ} (hg : DifferentiableAt ℝ g 0)
    (hY : Y.IsHomogeneous l) (hl : l ≠ 1) : ∇ (twoCentre g Y) 0 = 0 := by
  have hc : (l : ℝ) * 0 ^ (l - 1) = 0 := by
    rcases l with _ | _ | l
    · simp
    · exact absurd rfl hl
    · simp
  -- the ray formula at `t = 0`, in the direction of the gradient itself
  have h := euler_ray hY (∇ (solidPoly Y) 0) 0
  rw [zero_smul, hc, zero_mul] at h
  have h0 : ∇ (solidPoly Y) 0 = 0 := inner_self_eq_zero.mp h
  rw [(twoCentre_hasGradientAt Y 0 (by simpa using hg)).gradient, h0, smul_zero, smul_zero,
    add_zero]

/-- For a Gaussian radial factor `exp(-a ‖x‖²)` and `Y` homogeneous of degree `l`, the radial virial
is `l - 2 a ‖x‖²` times the function `exp(-a ‖x‖²) Y(x)` itself. -/
theorem gaussian_virial (a : ℝ) (hY : Y.IsHomogeneous l) (x : Space d) :
    ⟪x, ∇ (twoCentre (fun s => Real.exp (-a * s)) Y) x⟫_ℝ =
      (l - 2 * a * ‖x‖ ^ 2) * twoCentre (fun s => Real.exp (-a * s)) Y x := by
  have hd : HasDerivAt (fun s : ℝ => Real.exp (-a * s))
      (Real.exp (-a * ‖x‖ ^ 2) * (-a * 1)) (‖x‖ ^ 2) :=
    ((hasDerivAt_id (‖x‖ ^ 2)).const_mul (-a)).exp
  have hg : ContDiff ℝ 1 (fun s : ℝ => Real.exp (-a * s)) := by fun_prop
  rw [(twoCentre_virial hg hY).2 x, hd.deriv]
  unfold twoCentre
  ring

/-- With the radial factor `g(s) = √s` and `Y = 1` in three dimensions, the function
`g(‖x‖²) Y(x)` is not differentiable at zero separation. -/
theorem sqrt_not_differentiable :
    ¬ DifferentiableAt ℝ (twoCentre Real.sqrt (1 : MvPolynomial (Fin 3) ℝ)) 0 := by
  have h : twoCentre Real.sqrt (1 : MvPolynomial (Fin 3) ℝ) = fun x => ‖x‖ := by
    funext x
    simp [twoCentre, solidPoly, Real.sqrt_sq (norm_nonneg x)]
  rw [h]
  exact not_differentiableAt_norm_zero (Space 3)

end

end TwoCentreVirial
```

```lean
#print axioms TwoCentreVirial.twoCentre_virial
#print axioms TwoCentreVirial.gradient_zero_separation
#print axioms TwoCentreVirial.gaussian_virial
#print axioms TwoCentreVirial.sqrt_not_differentiable
```

```
'TwoCentreVirial.twoCentre_virial' depends on axioms: [propext, Classical.choice, Quot.sound]
'TwoCentreVirial.gradient_zero_separation' depends on axioms: [propext, Classical.choice, Quot.sound]
'TwoCentreVirial.gaussian_virial' depends on axioms: [propext, Classical.choice, Quot.sound]
'TwoCentreVirial.sqrt_not_differentiable' depends on axioms: [propext, Classical.choice, Quot.sound]
```

## From monomials to the virial in Lean

`solidPoly_smul` is the scaling step. It writes both values of the polynomial as sums over monomials and compares them term by term. The intermediate statement `hdeg` extracts $\sum_i m_i=l$ from homogeneity, and `hprod` takes $t^l$ out of the product.

`solidPoly_contDiff` shows that polynomials are continuously differentiable, by induction on how they are built: constants, sums, and multiplication by one variable. `inner_gradient` translates between the gradient as a vector and the derivative as a linear form, $\langle v,\nabla f(x)\rangle = Df(x)[v]$.

`euler_ray` differentiates $s\mapsto Y(sx)$ at $s=t$ in two ways. `h1` is the chain rule, and `h2` uses the scaling law and the derivative of a power. A function has at most one derivative at a point, so `h1.unique h2` equates the two results. The exponent `l - 1` is a subtraction of natural numbers, which gives $0$ at $l=0$; the prefactor `l` then makes the right-hand side zero, as in the derivation above.

`twoCentre_hasGradientAt` is the formula for $\nabla F$. It needs $g$ to be differentiable only at the one point $\|x\|^2$, and it puts no homogeneity condition on $Y$. The chain rule for $g(\|x\|^2)$ and the derivative of the polynomial are combined by the product rule. The resulting linear form is then compared with the claimed gradient on an arbitrary displacement `v`.

In `twoCentre_virial`, the first part follows from the facts that compositions and products of continuously differentiable functions are again continuously differentiable. For the second part, `euler` is the ray formula at $t=1$. The rewriting inserts the gradient formula, distributes the inner product over its two terms and replaces $\langle x,x\rangle$ by $\|x\|^2$; `ring` collects the result.

`gradient_zero_separation` uses the ray formula at $t=0$ in the direction of $\nabla Y(0)$ itself. Its case distinction on `l` establishes $l\,0^{\,l-1}=0$ for $l\neq1$, and $g$ need only be differentiable at zero. `gaussian_virial` inserts the derivative of the exponential into the main theorem. `sqrt_not_differentiable` identifies the function with the norm and applies Mathlib's result that the norm is not differentiable at the origin.
